# The coefficients of \((1-e^{-h}z)^{-1/4}\) behave as \(e^{-hn}n^{-3/4}/\Gamma(1/4)\)

An electron in an isolated band of a one-dimensional insulator can be described by Wannier functions, one per lattice cell, obtained by Fourier transforming the Bloch functions over the Brillouin zone. How fast the Wannier functions fall off is decided at complex wavevector \(k\), at the point nearest to the real axis where the band meets its neighbour, provided that the phases of the Bloch functions add no singularity of their own at that distance or nearer. There the two energies typically differ by a square root of the distance to the meeting point. The analytically continued squared norm of the Bloch state vanishes in the same way, and normalising the state divides by the square root of this quantity, which leaves a singularity of power \(-1/4\). The distance \(h\) of this point from the real axis sets an exponential decay. The question is which power of the distance multiplies the exponential.

## A Bloch amplitude with one branch point

Measure \(k\) in units of the inverse lattice constant and take the model amplitude
\[
f(e^{ik})=(1-e^{-h}e^{ik})^{-s},\qquad h>0,
\]
with real order \(s\); the physical case is \(s=1/4\). The singularity lies at \(e^{ik}=e^{h}\), that is, at \(k=-ih\) up to multiples of \(2\pi\). For integer \(n\ge 0\), counting lattice cells, set
\[
a_n=e^{-hn}\prod_{j=0}^{n-1}\frac{j+s}{j+1},\qquad a_0=1 .
\]
The claim is that, for \(s\ne 0,-1,-2,\dots\),
\[
a_n\,e^{hn}\,n^{1-s}\longrightarrow \frac{1}{\Gamma(s)},
\]
so that at \(s=1/4\) the power is \(n^{3/4}\) and the limit is \(1/\Gamma(1/4)\).

**The coefficients belong to the branch point.** Passing from \(n\) to \(n+1\) adds one exponential factor and one factor of the product:
\[
(n+1)\,a_{n+1}=e^{-h}(n+s)\,a_n .
\]
Let \(f(X)=\sum_n a_nX^n\) and \(L(X)=1-e^{-h}X\). The coefficient of \(X^n\) in \(f'L\) is \((n+1)a_{n+1}-e^{-h}n\,a_n\), which by the recurrence equals \(s\,e^{-h}a_n\). Hence
\[
f'L=s\,e^{-h}f .
\]
Now let \(s=1/q\) with a positive integer \(q\). Since \(L'=-e^{-h}\),
\[
(f^qL)'=q f^{q-1}f'L+f^qL'=(qs-1)\,e^{-h}f^q=0 .
\]
The constant term of \(f^qL\) is \(1\), so \(f^qL=1\). For \(q=4\) this says that \(f\) is a fourth root of \(1/(1-e^{-h}X)\), and \(a_0=1\) selects the root.

**The coefficients are Fourier amplitudes.** At \(s=1/4\) every factor of the product is below one, so \(0<a_n\le e^{-hn}\) and the series for \(f(e^{ik})\) converges absolutely and uniformly in real \(k\). Integrating term by term gives
\[
\frac{1}{2\pi}\int_0^{2\pi} f(e^{ik})\,e^{-ikn}\,dk=a_n .
\]

**The tail.** Euler's formula says that
\[
\Gamma_n(s)=\frac{n^s\,n!}{s(s+1)\cdots(s+n)}\longrightarrow\Gamma(s).
\]
Write \(P_n=\prod_{j<n}(j+s)\). Then \(a_ne^{hn}=P_n/n!\), while \(1/\Gamma_n(s)=P_n(n+s)/(n^s\,n!)\). For \(n\ge 1\), therefore,
\[
a_n\,e^{hn}\,n^{1-s}=\frac{P_n}{n!}\,\frac{n}{n^s}=\frac{1}{\Gamma_n(s)}\,\frac{n}{n+s}.
\]
The first factor tends to \(1/\Gamma(s)\) and the second to \(1\).

**The excluded orders.** If \(s=-m\) with an integer \(m\ge 0\), the factor with \(j=m\) is zero, and \(a_n=0\) for all \(n>m\). The amplitude is then a polynomial in \(e^{ik}\): it has no branch point, and no tail.

## Reading the decay length off computed coefficients

In a numerical calculation, \(h\) is often estimated from the slope of \(\ln|a_n|\) against \(n\). The recurrence shows the bias of that estimate at \(s=1/4\):
\[
-\ln\frac{a_{n+1}}{a_n}=h+\ln\frac{n+1}{n+1/4}.
\]
The extra term is about \(0.07\) at \(n=10\) and fades only as \(3/(4n)\). Fitting \(\ln|a_n|+\tfrac34\ln n\) to a straight line removes this leading bias.

To generate test data, the recurrence is preferable to separate products and factorials, which overflow. It also keeps good relative accuracy far into the tail, whereas a fast Fourier transform of sampled \(f\) reaches a floor set by rounding once \(a_n\) is small compared with \(a_0\).

In this non-interacting model with a single branch point, the law indicates how the error of cutting off a Wannier representation at finite range depends on that range. A real crystal's Bloch function also carries regular factors and further singularities, and carrying the law over to it takes an additional argument.

## The coefficients and their series in Lean

```lean
import Mathlib

open Filter Topology

namespace WannierTail

noncomputable section
```

The coefficient \(a_n\) is `wannier h s n`, with real `h` and `s` and a natural number `n` for the cell. `Finset.range n` runs over \(j=0,\dots,n-1\), so the product is empty at \(n=0\) and \(a_0=1\).

```lean
/-- The Wannier coefficient `exp(-hn) ∏_{j<n} (j+s)/(j+1)` at lattice site `n`. -/
def wannier (h s : ℝ) (n : ℕ) : ℝ :=
  Real.exp (-(h * n)) * ∏ j ∈ Finset.range n, ((j : ℝ) + s) / ((j : ℝ) + 1)
```

The \(a_n\) model one component of a Wannier function, such as its amplitude on one of several orbitals in each cell, up to a constant factor. They are not a complete Wannier state: at \(s=1/4\) they are all positive, so copies shifted by one cell would overlap, whereas Wannier functions of different cells are orthogonal. Normalising the full state rescales the tail constant \(1/\Gamma(1/4)\); the exponential and the power are unchanged.

The Bloch amplitude enters as a formal power series, whose variable `X` stands for the lattice phase \(e^{ik}\). Only cells \(n\ge 0\) appear, because the model amplitude expands in non-negative powers of \(e^{ik}\).

```lean
/-- The Bloch series: the formal power series, in the lattice phase factor `X`, whose
coefficients are the Wannier coefficients. -/
def bloch (h s : ℝ) : PowerSeries ℝ := PowerSeries.mk (wannier h s)
```

The factor \(L\) is a formal series as well. `PowerSeries.C` turns a real number into a constant series.

```lean
/-- The factor `1 - exp(-h) X`, as a formal power series. -/
def branchFactor (h : ℝ) : PowerSeries ℝ :=
  1 - PowerSeries.C (Real.exp (-h)) * PowerSeries.X
```

Because the series is formal, convergence plays no part and `h` may be any real number. The reading as an exponentially decaying tail needs \(h>0\). The Brillouin-zone integral above is a step by hand that links these definitions to the physics; the Lean development begins with the coefficients.

## From the recurrence to the fourth root

The recurrence is stated in multiplied-out form, without a quotient of neighbouring coefficients, so it also covers orders at which some coefficients vanish.

```lean
/-- Neighbouring Wannier coefficients obey a two-term recurrence. -/
theorem wannier_succ (h s : ℝ) (n : ℕ) :
    ((n : ℝ) + 1) * wannier h s (n + 1) =
      Real.exp (-h) * ((n : ℝ) + s) * wannier h s n := by
  have he : Real.exp (-(h * ((n + 1 : ℕ) : ℝ))) =
      Real.exp (-(h * n)) * Real.exp (-h) := by
    rw [← Real.exp_add]
    congr 1
    push_cast
    ring
  have hc : ((n : ℝ) + 1) * (((n : ℝ) + s) / ((n : ℝ) + 1)) = (n : ℝ) + s :=
    mul_div_cancel₀ _ (Nat.cast_add_one_ne_zero n)
  rw [wannier, wannier, he, Finset.prod_range_succ]
  linear_combination (Real.exp (-(h * n)) * Real.exp (-h) *
    ∏ j ∈ Finset.range n, ((j : ℝ) + s) / ((j : ℝ) + 1)) * hc
```

In the proof, `he` splits off one factor \(e^{-h}\), `Finset.prod_range_succ` splits off the last factor of the product, and `hc` cancels the denominator \(n+1\). The tactic `linear_combination` then assembles the identity.

The differential equation \(f'L=s\,e^{-h}f\) holds for every real \(s\).

```lean
/-- The Bloch series `f` obeys `f' (1 - exp(-h) X) = s exp(-h) f`. -/
theorem bloch_ode (h s : ℝ) :
    PowerSeries.derivative ℝ (bloch h s) * branchFactor h =
      PowerSeries.C (s * Real.exp (-h)) * bloch h s := by
  have e : PowerSeries.derivative ℝ (bloch h s) * branchFactor h =
      PowerSeries.derivative ℝ (bloch h s) - PowerSeries.C (Real.exp (-h)) *
        (PowerSeries.derivative ℝ (bloch h s) * PowerSeries.X) := by
    rw [branchFactor]; ring
  rw [e]
  -- compare coefficients site by site
  ext n
  rw [map_sub, PowerSeries.coeff_C_mul, PowerSeries.coeff_C_mul]
  cases n with
  | zero =>
    have r := wannier_succ h s 0
    simp only [PowerSeries.coeff_zero_mul_X, PowerSeries.coeff_derivative, bloch,
      PowerSeries.coeff_mk, Nat.cast_zero, zero_add] at r ⊢
    linear_combination r
  | succ n =>
    have r := wannier_succ h s (n + 1)
    simp only [PowerSeries.coeff_succ_mul_X, PowerSeries.coeff_derivative, bloch,
      PowerSeries.coeff_mk, Nat.cast_add, Nat.cast_one] at r ⊢
    linear_combination r
```

After \(f'L\) is expanded as \(f'-e^{-h}f'X\), `ext n` reduces the equality of series to an equality of coefficients. Multiplication by \(X\) shifts coefficients by one place, so \(n=0\), where the shifted term is absent, is treated separately. In both cases what remains is the recurrence.

The next theorem ties the explicit product to the branch point. It treats the orders \(s=1/q\), for which the relation can be written with an integer power; the quarter power is \(q=4\), and \(q=1\) gives the geometric series.

```lean
/-- For `s = 1/q` with a positive integer `q`, the `q`-th power of the Bloch series is the
inverse of `1 - exp(-h) X`. -/
theorem bloch_pow_mul (h : ℝ) {q : ℕ} (hq : 0 < q) :
    bloch h (1 / q) ^ q * branchFactor h = 1 := by
  obtain ⟨p, rfl⟩ : ∃ p, q = p + 1 := ⟨q - 1, by omega⟩
  have ode := bloch_ode h (1 / ((p + 1 : ℕ) : ℝ))
  have hL : PowerSeries.derivative ℝ (branchFactor h) =
      -PowerSeries.C (Real.exp (-h)) := by
    rw [branchFactor, map_sub, Derivation.map_one_eq_zero, Derivation.leibniz,
      PowerSeries.derivative_C, PowerSeries.derivative_X]
    simp only [smul_eq_mul, mul_one, mul_zero, add_zero, zero_sub]
  have hc : ((p + 1 : ℕ) : PowerSeries ℝ) *
      PowerSeries.C (1 / ((p + 1 : ℕ) : ℝ) * Real.exp (-h)) =
        PowerSeries.C (Real.exp (-h)) := by
    have hp : ((p + 1 : ℕ) : ℝ) ≠ 0 := Nat.cast_ne_zero.mpr (Nat.succ_ne_zero p)
    rw [← map_natCast (PowerSeries.C (R := ℝ)), ← map_mul, ← mul_assoc,
      mul_one_div_cancel hp, one_mul]
  have h0 : PowerSeries.constantCoeff (bloch h (1 / ((p + 1 : ℕ) : ℝ))) = 1 := by
    rw [← PowerSeries.coeff_zero_eq_constantCoeff_apply, bloch, PowerSeries.coeff_mk]
    simp [wannier]
  -- the product has zero derivative and constant term one
  apply PowerSeries.derivative.ext
  · rw [Derivation.leibniz, Derivation.leibniz_pow, hL, Derivation.map_one_eq_zero]
    simp only [smul_eq_mul, nsmul_eq_mul, Nat.add_sub_cancel]
    linear_combination (((p + 1 : ℕ) : PowerSeries ℝ) *
      bloch h (1 / ((p + 1 : ℕ) : ℝ)) ^ p) * ode +
      bloch h (1 / ((p + 1 : ℕ) : ℝ)) ^ (p + 1) * hc
  · rw [map_mul, map_pow, h0]
    simp [branchFactor]
```

The proof writes \(q=p+1\), so that the exponent \(q-1\) in the derivative is simply \(p\). `PowerSeries.derivative.ext` states that two series agree if their derivatives and their constant terms agree. The first bullet is the computation \((f^qL)'=0\): `hL` supplies \(L'=-e^{-h}\), `ode` replaces \(f'L\), and `hc` is the cancellation \(q\cdot(1/q)=1\). The second bullet checks that the constant term is \(1\).

## The tail law and its exceptional orders

The hypothesis `hs` says that \(s\) is none of \(0,-1,-2,\dots\). Physically, it ensures that the amplitude is singular at \(k=-ih\) and is not a polynomial in the lattice phase. `Tendsto … atTop (𝓝 …)` is the ordinary limit \(n\to\infty\). It gives the leading behaviour, with no bound on the error at finite \(n\).

```lean
/-- Wannier tail law: if `s` is not zero or a negative integer, the Wannier coefficient
times `exp(hn) n^(1-s)` tends to `1/Gamma(s)`. -/
theorem wannier_tail_law (h s : ℝ) (hs : ∀ m : ℕ, s ≠ -(m : ℝ)) :
    Tendsto (fun n : ℕ => wannier h s n * (Real.exp (h * n) * (n : ℝ) ^ (1 - s)))
      atTop (𝓝 (1 / Real.Gamma s)) := by
  -- Euler's limit formula for the Gamma function
  have lim : Tendsto (fun n : ℕ => (Real.GammaSeq s n)⁻¹ * ((n : ℝ) / ((n : ℝ) + s)))
      atTop (𝓝 ((Real.Gamma s)⁻¹ * 1)) :=
    ((Real.GammaSeq_tendsto_Gamma s).inv₀ (Real.Gamma_ne_zero hs)).mul
      (tendsto_natCast_div_add_atTop s)
  have alg : ∀ P F R N S : ℝ, S ≠ 0 →
      P * S / (R * F) * (N / S) = P / F * (N / R) := by
    intro P F R N S hS
    calc P * S / (R * F) * (N / S) = (S * S⁻¹) * (P / F * (N / R)) := by ring
      _ = P / F * (N / R) := by rw [mul_inv_cancel₀ hS, one_mul]
  have e1 : 1 / Real.Gamma s = (Real.Gamma s)⁻¹ * 1 := by rw [mul_one, one_div]
  rw [e1]
  refine lim.congr' ((eventually_gt_atTop 0).mono fun n hn => ?_)
  have hn' : (0 : ℝ) < n := Nat.cast_pos.mpr hn
  have hS : (n : ℝ) + s ≠ 0 := fun h0 => hs n (by linarith only [h0])
  have hf : ∏ j ∈ Finset.range n, ((j : ℝ) + 1) = (n.factorial : ℝ) := by
    rw [← Finset.prod_range_add_one_eq_factorial, Nat.cast_prod]
    exact Finset.prod_congr rfl fun j _ => (Nat.cast_succ j).symm
  have hE : Real.exp (-(h * n)) * Real.exp (h * n) = 1 := by
    rw [← Real.exp_add, neg_add_cancel, Real.exp_zero]
  have hR : (n : ℝ) ^ (1 - s) = n / (n : ℝ) ^ s := by
    rw [Real.rpow_sub hn', Real.rpow_one]
  have hP : ∏ j ∈ Finset.range n, (s + (j : ℝ)) = ∏ j ∈ Finset.range n, ((j : ℝ) + s) :=
    Finset.prod_congr rfl fun j _ => add_comm _ _
  have hG : (Real.GammaSeq s n)⁻¹ = (∏ j ∈ Finset.range n, ((j : ℝ) + s)) *
      ((n : ℝ) + s) / ((n : ℝ) ^ s * (n.factorial : ℝ)) := by
    rw [Real.GammaSeq, Finset.prod_range_succ, hP, add_comm s (n : ℝ), inv_div]
  have hW : wannier h s n = Real.exp (-(h * n)) *
      ((∏ j ∈ Finset.range n, ((j : ℝ) + s)) / (n.factorial : ℝ)) := by
    rw [wannier, Finset.prod_div_distrib, hf]
  -- the exponentials cancel, and so does the factor n + s
  change (Real.GammaSeq s n)⁻¹ * ((n : ℝ) / ((n : ℝ) + s)) =
    wannier h s n * (Real.exp (h * n) * (n : ℝ) ^ (1 - s))
  rw [hG, alg _ _ _ _ _ hS, hW, hR, mul_mul_mul_comm (Real.exp (-(h * n))), hE, one_mul]
```

Mathlib's `Real.GammaSeq s n` is \(\Gamma_n(s)\), and `Real.GammaSeq_tendsto_Gamma` is Euler's formula. The hypothesis `hs` makes \(\Gamma(s)\) nonzero, so the limit may be inverted; multiplying by \(n/(n+s)\to 1\) gives `lim`. The rest shows that this sequence equals the scaled Wannier coefficient for all \(n>0\), which is enough for a limit. Here `hG` writes out \(1/\Gamma_n(s)\), `hW` writes \(a_n\) as \(e^{-hn}P_n/n!\), and `hR` is \(n^{1-s}=n/n^s\). The auxiliary identity `alg` cancels \(n+s\), and `hE` cancels the exponentials.

The physical case follows by setting \(s=1/4\).

```lean
/-- Quarter-power branch point: the Wannier coefficient with `s = 1/4`, times
`exp(hn) n^(3/4)`, tends to `1/Gamma(1/4)`. -/
theorem quarter_power_tail (h : ℝ) :
    Tendsto (fun n : ℕ => wannier h (1 / 4) n *
      (Real.exp (h * n) * (n : ℝ) ^ (3 / 4 : ℝ)))
      atTop (𝓝 (1 / Real.Gamma (1 / 4))) := by
  have key := wannier_tail_law h (1 / 4) (fun m hm => by
    have : (0 : ℝ) ≤ m := m.cast_nonneg
    linarith only [this, hm])
  have e : (1 : ℝ) - 1 / 4 = 3 / 4 := by norm_num
  rw [e] at key
  exact key
```

The only things to check are that \(1/4\) is not zero or a negative integer, and that \(1-1/4=3/4\).

At the excluded orders, the coefficients vanish beyond cell \(m\).

```lean
/-- For the excluded orders `s = -m`, the Wannier coefficient vanishes at every site
`n > m`. -/
theorem wannier_finite_support (h : ℝ) {m n : ℕ} (hmn : m < n) :
    wannier h (-(m : ℝ)) n = 0 := by
  -- the factor with j = m is zero
  have h0 : ∏ j ∈ Finset.range n, ((j : ℝ) + -(m : ℝ)) / ((j : ℝ) + 1) = 0 :=
    Finset.prod_eq_zero (Finset.mem_range.mpr hmn) (by simp)
  rw [wannier, h0, mul_zero]

end

end WannierTail
```

The condition `hmn : m < n` places \(j=m\) within the range of the product, and `Finset.prod_eq_zero` turns that one zero factor into a zero product. For \(m=0\) the amplitude is the constant \(1\), and only the home cell is occupied.

```lean
#print axioms WannierTail.bloch_pow_mul
#print axioms WannierTail.quarter_power_tail
#print axioms WannierTail.wannier_finite_support
```

```
'WannierTail.bloch_pow_mul' depends on axioms: [propext, Classical.choice, Quot.sound]
'WannierTail.quarter_power_tail' depends on axioms: [propext, Classical.choice, Quot.sound]
'WannierTail.wannier_finite_support' depends on axioms: [propext, Classical.choice, Quot.sound]
```
